# A minimiser of the density-penalised energy is an eigenvector in its own penalty potential

Let H0 and finitely many n_i be symmetric operators on a complex inner product space, let k and the ρ_i be real numbers, and let the unit vector ψ minimise ⟨ψ, H0 ψ⟩ + (k/2) Σ_i (⟨ψ, n_i ψ⟩ − ρ_i)² over all unit vectors. Then ψ is an eigenvector of H0 + Σ_i v_i n_i with v_i = k(⟨ψ, n_i ψ⟩ − ρ_i), and the eigenvalue is the expectation value of this operator in ψ.

```lean
import Mathlib

open scoped InnerProductSpace
open Matrix

namespace ZhaoParrPenalty

noncomputable section

variable {E : Type*} [NormedAddCommGroup E] [InnerProductSpace ℂ E]
variable {ι : Type*} [Fintype ι]

/-- The expectation value of the operator `A` in the state `ψ` (real part of `⟨ψ, A ψ⟩`). -/
def expect (A : E →ₗ[ℂ] E) (ψ : E) : ℝ := (inner ℂ ψ (A ψ)).re

/-- The energy plus a quadratic penalty of strength `k` for missing the target density `ρ`. -/
def penaltyEnergy (H0 : E →ₗ[ℂ] E) (n : ι → E →ₗ[ℂ] E) (k : ℝ) (ρ : ι → ℝ) (ψ : E) : ℝ :=
  expect H0 ψ + k / 2 * ∑ i, (expect (n i) ψ - ρ i) ^ 2

/-- The potential `k (⟨n i⟩ - ρ i)` generated by the density error of `ψ`. -/
def penaltyPotential (n : ι → E →ₗ[ℂ] E) (k : ℝ) (ρ : ι → ℝ) (ψ : E) (i : ι) : ℝ :=
  k * (expect (n i) ψ - ρ i)

/-- The Hamiltonian `H0 + ∑ v i n i` in the potential `v`. -/
def hamiltonian (H0 : E →ₗ[ℂ] E) (n : ι → E →ₗ[ℂ] E) (v : ι → ℝ) : E →ₗ[ℂ] E :=
  H0 + ∑ i, (v i : ℂ) • n i

/-- `ψ` is a unit vector of least penalised energy among all unit vectors. -/
def IsPenaltyMinimizer (H0 : E →ₗ[ℂ] E) (n : ι → E →ₗ[ℂ] E) (k : ℝ) (ρ : ι → ℝ)
    (ψ : E) : Prop :=
  ‖ψ‖ = 1 ∧ ∀ χ : E, ‖χ‖ = 1 → penaltyEnergy H0 n k ρ ψ ≤ penaltyEnergy H0 n k ρ χ

/-- The vector `cos t • ψ + sin t • φ`, a rotation of `ψ` towards `φ` if the two are orthonormal. -/
def rotate (ψ φ : E) (t : ℝ) : E := (Real.cos t : ℂ) • ψ + (Real.sin t : ℂ) • φ

lemma rotate_zero (ψ φ : E) : rotate ψ φ 0 = ψ := by simp [rotate]

lemma re_inner_hamiltonian (H0 : E →ₗ[ℂ] E) (n : ι → E →ₗ[ℂ] E) (v : ι → ℝ) (φ ψ : E) :
    (inner ℂ φ (hamiltonian H0 n v ψ)).re
      = (inner ℂ φ (H0 ψ)).re + ∑ i, v i * (inner ℂ φ (n i ψ)).re := by
  simp only [hamiltonian, LinearMap.add_apply, LinearMap.sum_apply, LinearMap.smul_apply,
    inner_add_right, inner_sum, inner_smul_right, Complex.add_re, Complex.re_sum,
    Complex.re_ofReal_mul]

lemma expect_rotate {A : E →ₗ[ℂ] E} (hA : A.IsSymmetric) (ψ φ : E) (t : ℝ) :
    expect A (rotate ψ φ t) = Real.cos t ^ 2 * expect A ψ
      + Real.sin t * Real.cos t * (2 * (inner ℂ φ (A ψ)).re)
      + Real.sin t ^ 2 * expect A φ := by
  have h : (inner ℂ ψ (A φ)).re = (inner ℂ φ (A ψ)).re := by
    rw [← hA ψ φ, ← inner_conj_symm (A ψ) φ, Complex.conj_re]
  simp only [expect, rotate, map_add, map_smul, inner_add_left, inner_add_right,
    inner_smul_left, inner_smul_right, Complex.conj_ofReal, Complex.add_re,
    Complex.re_ofReal_mul]
  linear_combination Real.cos t * Real.sin t * h

lemma norm_rotate {ψ φ : E} (hψ : ‖ψ‖ = 1) (hφ : ‖φ‖ = 1) (h : inner ℂ φ ψ = 0) (t : ℝ) :
    ‖rotate ψ φ t‖ = 1 := by
  have hid : ∀ χ : E, expect LinearMap.id χ = ‖χ‖ ^ 2 :=
    fun χ => inner_self_eq_norm_sq (𝕜 := ℂ) χ
  have h1 := expect_rotate (A := LinearMap.id) (fun _ _ => rfl) ψ φ t
  rw [hid, hid, hid, hψ, hφ, LinearMap.id_apply, h, Complex.zero_re] at h1
  have h2 : ‖rotate ψ φ t‖ ^ 2 = 1 := by
    linear_combination h1 + Real.sin_sq_add_cos_sq t
  exact (pow_eq_one_iff_of_nonneg (norm_nonneg _) two_ne_zero).1 h2

lemma norm_normalised {x : E} (hx : x ≠ 0) : ‖((‖x‖⁻¹ : ℝ) : ℂ) • x‖ = 1 := by
  rw [norm_smul, Complex.norm_real, norm_inv, norm_norm, inv_mul_cancel₀ (norm_ne_zero_iff.2 hx)]

/-- For symmetric `A`, the value of `expect A` along `rotate ψ φ` changes at the initial rate `2 Re
⟨φ, A ψ⟩`. -/
theorem hasDerivAt_expect {A : E →ₗ[ℂ] E} (hA : A.IsSymmetric) (ψ φ : E) :
    HasDerivAt (fun t => expect A (rotate ψ φ t)) (2 * (inner ℂ φ (A ψ)).re) 0 := by
  have hc := Real.hasDerivAt_cos 0
  have hs := Real.hasDerivAt_sin 0
  rw [funext (expect_rotate hA ψ φ)]
  exact ((((hc.fun_pow 2).mul_const (expect A ψ)).fun_add
    ((hs.fun_mul hc).mul_const (2 * (inner ℂ φ (A ψ)).re))).fun_add
    ((hs.fun_pow 2).mul_const (expect A φ))).congr_deriv (by simp)

/-- For symmetric `H0` and `n i`, the penalised energy along `rotate ψ φ` changes at the initial
rate `2 Re ⟨φ, H ψ⟩`, where `H` contains the penalty potential of `ψ`. -/
theorem hasDerivAt_penaltyEnergy {H0 : E →ₗ[ℂ] E} {n : ι → E →ₗ[ℂ] E}
    (hH : H0.IsSymmetric) (hn : ∀ i, (n i).IsSymmetric) (k : ℝ) (ρ : ι → ℝ) (ψ φ : E) :
    HasDerivAt (fun t => penaltyEnergy H0 n k ρ (rotate ψ φ t))
      (2 * (inner ℂ φ (hamiltonian H0 n (penaltyPotential n k ρ ψ) ψ)).re) 0 := by
  have hi : ∀ i ∈ (Finset.univ : Finset ι),
      HasDerivAt (fun t : ℝ => (expect (n i) (rotate ψ φ t) - ρ i) ^ 2)
        (2 * (expect (n i) ψ - ρ i) * (2 * (inner ℂ φ (n i ψ)).re)) 0 := fun i _ =>
    (((hasDerivAt_expect (hn i) ψ φ).sub_const (ρ i)).fun_pow 2).congr_deriv
      (by simp [rotate_zero])
  refine ((hasDerivAt_expect hH ψ φ).fun_add
    ((HasDerivAt.fun_sum hi).const_mul (k / 2))).congr_deriv ?_
  rw [re_inner_hamiltonian, mul_add, Finset.mul_sum, Finset.mul_sum]
  congr 1
  refine Finset.sum_congr rfl fun i _ => ?_
  simp only [penaltyPotential]
  ring

/-- For symmetric `H0` and `n i`, a unit minimiser of the penalised energy is an eigenvector of `H0
+ ∑ v i n i` with `v i = k (⟨n i⟩ - ρ i)`; the eigenvalue is the expectation value of this
Hamiltonian. -/
theorem zhao_parr_penalty_equation {H0 : E →ₗ[ℂ] E} {n : ι → E →ₗ[ℂ] E}
    (hH : H0.IsSymmetric) (hn : ∀ i, (n i).IsSymmetric) {k : ℝ} {ρ : ι → ℝ} {ψ : E}
    (hψ : IsPenaltyMinimizer H0 n k ρ ψ) :
    hamiltonian H0 n (penaltyPotential n k ρ ψ) ψ
      = (expect (hamiltonian H0 n (penaltyPotential n k ρ ψ)) ψ : ℂ) • ψ := by
  -- the energy is stationary under rotation towards any orthogonal unit vector
  have stat : ∀ φ : E, ‖φ‖ = 1 → inner ℂ φ ψ = 0 →
      (inner ℂ φ (hamiltonian H0 n (penaltyPotential n k ρ ψ) ψ)).re = 0 := by
    intro φ hφ ho
    have hmin : IsLocalMin (fun t => penaltyEnergy H0 n k ρ (rotate ψ φ t)) 0 :=
      Filter.Eventually.of_forall fun t => by
        simpa only [rotate_zero] using hψ.2 _ (norm_rotate hψ.1 hφ ho t)
    linarith [hmin.hasDerivAt_eq_zero (hasDerivAt_penaltyEnergy hH hn k ρ ψ φ)]
  have hsym : (hamiltonian H0 n (penaltyPotential n k ρ ψ)).IsSymmetric := by
    intro x y
    simp only [hamiltonian, LinearMap.add_apply, LinearMap.sum_apply, LinearMap.smul_apply,
      inner_add_left, inner_add_right, sum_inner, inner_sum, inner_smul_left,
      inner_smul_right, Complex.conj_ofReal, hH x y, fun i => hn i x y]
  generalize hamiltonian H0 n (penaltyPotential n k ρ ψ) = H at stat hsym ⊢
  have hc : (expect H ψ : ℂ) = inner ℂ ψ (H ψ) :=
    Complex.conj_eq_iff_re.1 (by rw [inner_conj_symm]; exact hsym ψ ψ)
  -- the residual is orthogonal to `ψ`, so it is an admissible direction
  obtain ⟨r, hr⟩ : ∃ r, r = H ψ - (expect H ψ : ℂ) • ψ := ⟨_, rfl⟩
  have ho : inner ℂ r ψ = 0 := by
    apply inner_eq_zero_symm.1
    rw [hr, inner_sub_right, inner_smul_right, hc, inner_self_eq_norm_sq_to_K, hψ.1]
    simp
  by_contra hne
  have hr0 : r ≠ 0 := fun h => hne (sub_eq_zero.1 (hr.symm.trans h))
  have h1 := stat _ (norm_normalised hr0) (by rw [inner_smul_left, ho, mul_zero])
  have h2 : H ψ = r + (expect H ψ : ℂ) • ψ := by rw [hr]; abel
  have h3 : (inner ℂ r r).re = ‖r‖ ^ 2 := inner_self_eq_norm_sq (𝕜 := ℂ) r
  rw [inner_smul_left, Complex.conj_ofReal, Complex.re_ofReal_mul, h2, inner_add_right,
    inner_smul_right, ho, mul_zero, add_zero, h3] at h1
  have hpos : 0 < ‖r‖ := norm_pos_iff.2 hr0
  have : 0 < ‖r‖⁻¹ * ‖r‖ ^ 2 := by positivity
  linarith

/-- On a non-zero finite-dimensional state space the penalised energy has a unit minimiser. -/
theorem exists_penaltyMinimizer [FiniteDimensional ℂ E] [Nontrivial E]
    (H0 : E →ₗ[ℂ] E) (n : ι → E →ₗ[ℂ] E) (k : ℝ) (ρ : ι → ℝ) :
    ∃ ψ, IsPenaltyMinimizer H0 n k ρ ψ := by
  have : ProperSpace E := FiniteDimensional.proper ℂ E
  have hcont : ∀ A : E →ₗ[ℂ] E, Continuous (expect A) := by
    intro A
    have hA : Continuous A := A.continuous_of_finiteDimensional
    have h : Continuous fun ψ : E => inner ℂ ψ (A ψ) := by fun_prop
    exact Complex.continuous_re.comp h
  have hF : Continuous (penaltyEnergy H0 n k ρ) :=
    (hcont H0).add (continuous_const.mul
      (continuous_finsetSum _ fun i _ => ((hcont (n i)).sub continuous_const).pow 2))
  obtain ⟨x, hx⟩ := exists_ne (0 : E)
  obtain ⟨ψ, hψ, hmin⟩ := (isCompact_sphere (0 : E) 1).exists_isMinOn
    ⟨_, mem_sphere_zero_iff_norm.2 (norm_normalised hx)⟩ hF.continuousOn
  exact ⟨ψ, mem_sphere_zero_iff_norm.1 hψ, fun χ hχ => hmin (mem_sphere_zero_iff_norm.2 hχ)⟩

/-- Conversely, for `k ≥ 0`, a unit vector of least energy in its own penalty potential
minimises the penalised energy. -/
theorem minimizer_of_selfconsistent_ground_state (H0 : E →ₗ[ℂ] E) (n : ι → E →ₗ[ℂ] E)
    {k : ℝ} (hk : 0 ≤ k) (ρ : ι → ℝ) {ψ : E} (hψ : ‖ψ‖ = 1)
    (hg : ∀ χ : E, ‖χ‖ = 1 → expect (hamiltonian H0 n (penaltyPotential n k ρ ψ)) ψ
      ≤ expect (hamiltonian H0 n (penaltyPotential n k ρ ψ)) χ) :
    IsPenaltyMinimizer H0 n k ρ ψ := by
  refine ⟨hψ, fun χ hχ => ?_⟩
  have h := hg χ hχ
  unfold expect at h
  rw [re_inner_hamiltonian, re_inner_hamiltonian] at h
  change expect H0 ψ + ∑ i, penaltyPotential n k ρ ψ i * expect (n i) ψ
    ≤ expect H0 χ + ∑ i, penaltyPotential n k ρ ψ i * expect (n i) χ at h
  -- the quadratic penalty lies above its tangent
  have ht : ∑ i, (k / 2 * (expect (n i) ψ - ρ i) ^ 2
        + penaltyPotential n k ρ ψ i * expect (n i) χ)
      ≤ ∑ i, (k / 2 * (expect (n i) χ - ρ i) ^ 2
        + penaltyPotential n k ρ ψ i * expect (n i) ψ) := by
    refine Finset.sum_le_sum fun i _ => ?_
    simp only [penaltyPotential]
    nlinarith [mul_nonneg hk (sq_nonneg (expect (n i) χ - expect (n i) ψ))]
  rw [Finset.sum_add_distrib, Finset.sum_add_distrib, ← Finset.mul_sum, ← Finset.mul_sum] at ht
  unfold penaltyEnergy
  linarith

/-- The three Pauli operators on a qubit. -/
def pauli (i : Fin 3) : EuclideanSpace ℂ (Fin 2) →ₗ[ℂ] EuclideanSpace ℂ (Fin 2) :=
  Matrix.toEuclideanLin
    ((![!![0, 1; 1, 0], !![0, -Complex.I; Complex.I, 0], !![1, 0; 0, -1]] :
      Fin 3 → Matrix (Fin 2) (Fin 2) ℂ) i)

lemma pauli_apply (x : EuclideanSpace ℂ (Fin 2)) :
    pauli 0 x = !₂[x 1, x 0] ∧ pauli 1 x = !₂[-Complex.I * x 1, Complex.I * x 0] ∧
      pauli 2 x = !₂[x 0, -x 1] := by
  have e : ∀ (M : Matrix (Fin 2) (Fin 2) ℂ) (y : EuclideanSpace ℂ (Fin 2)),
      Matrix.toEuclideanLin M y = WithLp.toLp 2 (M *ᵥ y.ofLp) := fun _ _ => rfl
  refine ⟨?_, ?_, ?_⟩ <;> ext j <;> fin_cases j <;>
    simp [pauli, e, dotProduct, Fin.sum_univ_two]

lemma expect_pauli (x : EuclideanSpace ℂ (Fin 2)) :
    expect (pauli 0) x = 2 * ((x 0).re * (x 1).re + (x 0).im * (x 1).im) ∧
    expect (pauli 1) x = 2 * ((x 0).re * (x 1).im - (x 0).im * (x 1).re) ∧
    expect (pauli 2) x = (x 0).re ^ 2 + (x 0).im ^ 2 - (x 1).re ^ 2 - (x 1).im ^ 2 := by
  obtain ⟨h0, h1, h2⟩ := pauli_apply x
  refine ⟨?_, ?_, ?_⟩ <;>
    simp [expect, h0, h1, h2, PiLp.inner_apply, Fin.sum_univ_two] <;> ring

/-- The Pauli operators are symmetric. With them as the `n i`, `H0 = 0`, target zero and `k > 0`,
spin up minimises the penalised energy, yet spin down has lower energy in the penalty potential of
spin up. -/
theorem minimizer_need_not_be_ground_state {k : ℝ} (hk : 0 < k) :
    (∀ i, (pauli i).IsSymmetric) ∧
    IsPenaltyMinimizer 0 pauli k 0 !₂[1, 0] ∧
    expect (hamiltonian 0 pauli (penaltyPotential pauli k 0 !₂[1, 0])) !₂[0, 1]
      < expect (hamiltonian 0 pauli (penaltyPotential pauli k 0 !₂[1, 0])) !₂[1, 0] := by
  -- every unit vector has a Bloch vector of length one
  have hE : ∀ x : EuclideanSpace ℂ (Fin 2), ‖x‖ = 1 →
      penaltyEnergy 0 pauli k 0 x = k / 2 := by
    intro x hx
    have hS := EuclideanSpace.norm_sq_eq x
    rw [hx, Fin.sum_univ_two, Complex.sq_norm, Complex.sq_norm, Complex.normSq_apply,
      Complex.normSq_apply] at hS
    obtain ⟨h0, h1, h2⟩ := expect_pauli x
    have hz : expect (0 : EuclideanSpace ℂ (Fin 2) →ₗ[ℂ] EuclideanSpace ℂ (Fin 2)) x = 0 := by
      simp [expect]
    simp only [penaltyEnergy, hz, Fin.sum_univ_three, h0, h1, h2, Pi.zero_apply]
    linear_combination (-(k / 2)) * ((x 0).re * (x 0).re + (x 0).im * (x 0).im
      + ((x 1).re * (x 1).re + (x 1).im * (x 1).im) + 1) * hS
  have hup : ‖(!₂[1, 0] : EuclideanSpace ℂ (Fin 2))‖ = 1 := by
    simp [EuclideanSpace.norm_eq, Fin.sum_univ_two]
  refine ⟨?_, ⟨hup, fun χ hχ => by rw [hE _ hup, hE _ hχ]⟩, ?_⟩
  · intro i x y
    obtain ⟨a0, a1, a2⟩ := pauli_apply x
    obtain ⟨b0, b1, b2⟩ := pauli_apply y
    fin_cases i <;>
      simp [a0, a1, a2, b0, b1, b2, PiLp.inner_apply, Fin.sum_univ_two] <;> ring
  · obtain ⟨u0, u1, u2⟩ := expect_pauli !₂[1, 0]
    obtain ⟨d0, d1, d2⟩ := expect_pauli !₂[0, 1]
    have hx : ∀ (v : Fin 3 → ℝ) (x : EuclideanSpace ℂ (Fin 2)),
        expect (hamiltonian 0 pauli v) x = ∑ i, v i * expect (pauli i) x := by
      intro v x
      unfold expect
      rw [re_inner_hamiltonian]
      simp
    rw [hx, hx]
    simp only [Fin.sum_univ_three, penaltyPotential, u0, u1, u2, d0, d1, d2, Pi.zero_apply]
    simp
    linarith

end

end ZhaoParrPenalty
```

```lean
#print axioms ZhaoParrPenalty.zhao_parr_penalty_equation
#print axioms ZhaoParrPenalty.exists_penaltyMinimizer
#print axioms ZhaoParrPenalty.minimizer_of_selfconsistent_ground_state
#print axioms ZhaoParrPenalty.minimizer_need_not_be_ground_state
```

```
'ZhaoParrPenalty.zhao_parr_penalty_equation' depends on axioms: [propext, Classical.choice, Quot.sound]
'ZhaoParrPenalty.exists_penaltyMinimizer' depends on axioms: [propext, Classical.choice, Quot.sound]
'ZhaoParrPenalty.minimizer_of_selfconsistent_ground_state' depends on axioms: [propext, Classical.choice, Quot.sound]
'ZhaoParrPenalty.minimizer_need_not_be_ground_state' depends on axioms: [propext, Classical.choice, Quot.sound]
```

## Density errors as a potential

Write ⟨A⟩_ψ for the expectation value of A in ψ. The functional being minimised, `penaltyEnergy`, is

F(ψ) = ⟨H0⟩_ψ + (k/2) Σ_i (⟨n_i⟩_ψ − ρ_i)².

On a lattice, n_i is the density operator of site i and ρ_i the density wanted there. The constant k is the stiffness of the constraint: it sets the energy cost of a squared density error. The potential v_i, called `penaltyPotential`, is positive for k > 0 where the site holds too much density. For k ≠ 0 the definition can be read backwards,

⟨n_i⟩_ψ = ρ_i + v_i/k,

so at finite k the target is missed wherever the potential is non-zero.

The operator `hamiltonian H0 n v` is H0 + Σ_i v_i n_i. In `zhao_parr_penalty_equation` the potential inserted into it is computed from ψ itself, which makes the equation a self-consistent, nonlinear eigenvalue problem.

In Lean the state space `E` is any complex inner product space; C^m is a special case. Operators are linear maps defined on all of `E`, and `IsSymmetric` expresses Hermiticity. Operators defined only on a proper subspace, as in many continuum problems, are not covered. The function `expect` takes the real part of ⟨ψ, A ψ⟩, which loses nothing for symmetric A, and it is a normalised expectation value when ψ is a unit vector. The hypothesis `IsPenaltyMinimizer` says that ψ is a unit vector and that no unit vector has smaller F. The main theorem allows any real k, although only k > 0 penalises density errors.

The result bears on density-to-potential inversion in density functional theory, here for a single state vector at a fixed finite k. The Zhao–Parr approach to Kohn–Sham potentials penalises the density error through a Coulomb interaction and lets the penalty strength grow; the penalty here is a sum of separate squares, and no limit of large k is taken.

## Stationarity under rotations

Take a unit vector φ orthogonal to ψ and rotate:

ψ(t) = cos t ψ + sin t φ.

Since ⟨φ, ψ⟩ = 0, the squared norm is cos² t + sin² t = 1, so ψ(t) competes in the minimisation. For symmetric A the two cross terms have equal real parts, which gives

⟨A⟩_ψ(t) = cos² t ⟨A⟩_ψ + 2 sin t cos t Re⟨φ, A ψ⟩ + sin² t ⟨A⟩_φ.

This is `expect_rotate`. Applied to the identity operator, it also yields the normalisation in `norm_rotate`. At t = 0 the first and last terms have zero derivative, leaving the rate 2 Re⟨φ, A ψ⟩, as stated in `hasDerivAt_expect`. The chain rule then gives

dF/dt at t = 0
= 2 Re⟨φ, H0 ψ⟩ + (k/2) Σ_i 2(⟨n_i⟩_ψ − ρ_i) · 2 Re⟨φ, n_i ψ⟩
= 2 Re⟨φ, H0 ψ⟩ + 2 Σ_i v_i Re⟨φ, n_i ψ⟩
= 2 Re⟨φ, H ψ⟩,

where H = H0 + Σ_i v_i n_i, with v_i held at its value for ψ. This is `hasDerivAt_penaltyEnergy`; the lemma `re_inner_hamiltonian` supplies the last equality. Because ψ is a minimiser, t = 0 is a minimum along the curve and the derivative vanishes. Inside the main proof this is the statement `stat`: Re⟨φ, H ψ⟩ = 0 for every admissible φ.

## The residual as a test direction

Let ε = ⟨H⟩_ψ and r = Hψ − εψ. The residual is orthogonal to ψ:

⟨ψ, r⟩ = ⟨ψ, H ψ⟩ − ε⟨ψ, ψ⟩ = ε − ε = 0.

Suppose r ≠ 0. Then φ = r/‖r‖ is an admissible direction, and

⟨φ, H ψ⟩ = ⟨r, r + εψ⟩/‖r‖ = ‖r‖ > 0,

which contradicts stationarity. Hence r = 0 and Hψ = εψ.

The Lean proof follows the same route. After `stat`, it shows that H is symmetric, then uses `generalize` to treat H as a fixed operator, so that its dependence on ψ plays no further part. The step `by_contra` assumes a non-zero residual, `norm_normalised` scales it to unit length, and the final `linarith` finds the contradiction between zero and a positive number.

At k = 0 the potential vanishes and F is the ordinary energy. The theorem then reduces to the familiar statement that a unit vector of least energy satisfies H0 ψ = ⟨H0⟩_ψ ψ.

## Existence, and the role of the ground state

If the state space is finite-dimensional and non-zero, `exists_penaltyMinimizer` provides a minimiser: F is continuous and the unit sphere is compact.

For k ≥ 0 there is also a converse, `minimizer_of_selfconsistent_ground_state`. Let ψ be a unit vector of least energy for the H built from its own potential. Expanding the squares gives, for any unit vector χ,

F(χ) − F(ψ) = ⟨H⟩_χ − ⟨H⟩_ψ + (k/2) Σ_i (⟨n_i⟩_χ − ⟨n_i⟩_ψ)².

Both parts on the right are non-negative, so ψ minimises F. In Lean, `nlinarith` proves the inequality for each i, namely that the quadratic penalty lies above its tangent, and the terms are then summed.

A minimiser of F need not, however, be a ground state of its H. The theorem `minimizer_need_not_be_ground_state` takes a qubit with H0 = 0, the three Pauli operators as n_0, n_1, n_2, target zero and k > 0. Every unit vector has a Bloch vector of length one, so F = k/2 throughout and spin up is a minimiser. Its potential is v = (0, 0, k), hence

H = k σ_z.

Spin up has energy k in this potential and spin down has −k. The Pauli operators do not commute, so they are not site densities of a lattice; the example shows what can happen for general symmetric n_i and leaves the case of commuting densities undecided.
